# At fixed smearing width, the Fermi occupations of M levels scaled by g² all tend to N/M as g → 0

## The chemical potential as a solution

The chemical potential $\mu$ is defined here by the particle-number equation: it is the number at which the Fermi occupations sum to the electron number $N$. That such a number exists and is unique is proved below.

The rest of the model is $M$ real levels $e_k$, $k=0,\dots,M-1$, possibly degenerate, each holding at most one electron. At width $s>0$ their occupations are

$$f_s(\mu,e_k)=\frac{1}{1+e^{(e_k-\mu)/s}} .$$

The width stands for $k_BT$ or for a numerical broadening. The electron number $N$ is real, with $0<N<M$.

Dividing all lengths in a non-relativistic, non-interacting system by $g>0$, with its potential $v(r)$ replaced by $g^2v(gr)$, multiplies its levels by $g^2$; small $g$ thus means a stretched system. Here the smearing width is held fixed during this scaling. For a finite set of given levels, the result shows what this does at small $g$: the smearing overwhelms the level spacings and the shell structure fades from the occupations.

## Three statements about the scaled levels

1. For every $g>0$, exactly one $\mu$ makes the occupations of the levels $g^2e_k$ sum to $N$.
2. If $\nu$ does the same for the original levels at width $s/g^2$, then $\mu=g^2\nu$, and the occupations agree level by level.
3. As $g\to0^+$, every occupation tends to $N/M$.

## Derivation

**Existence and uniqueness.** Raising $\mu$ lowers $(x-\mu)/s$, so $f_s(\mu,x)$ increases strictly, from the limit 0 to the limit 1. The sum over levels is therefore continuous and strictly increasing, with limits 0 and $M$. It takes the value $N$ exactly once.

**Change of width.** Put $s'=s/g^2$. Then

$$\frac{g^2e_k-g^2\nu}{s}=\frac{e_k-\nu}{s'},$$

so $g^2\nu$ gives the scaled levels the occupations $f_{s'}(\nu,e_k)$, which sum to $N$. By uniqueness $\mu=g^2\nu$.

**Limit.** With $u=e^{(x-\mu)/s}$ we have $f=1/(1+u)$ and $1-f=u/(1+u)$, hence

$$\frac{\partial f}{\partial x}=-\frac{u}{s(1+u)^2}=-\frac{f(1-f)}{s},\qquad f(1-f)=\tfrac14-(f-\tfrac12)^2\le\tfrac14 .$$

The mean value theorem gives $|f_s(\mu,x)-f_s(\mu,y)|\le|x-y|/(4s)$. Write $f_k$ for the occupation of $g^2e_k$. Since $N/M$ is the mean occupation,

$$\left|f_k-\frac NM\right|=\left|\frac1M\sum_j(f_k-f_j)\right|\le\frac{g^2}{4s}\,\frac1M\sum_j|e_k-e_j|\to0 .$$

**Large width.** The same estimate at $g=1$ shows that, at fixed $N$, the occupations of fixed levels also tend to $N/M$ as $s\to\infty$.

**Full shell.** For existence, $N\le M$ is not enough. One level with $N=1$ would need $1/(1+e^{(e_0-\mu)/s})=1$, which no finite $\mu$ satisfies.

## The Lean file

```lean
import Mathlib

open Filter Topology

namespace FixedSmearingScaling

noncomputable section

/-- Fermi occupation of a level at energy `x`, for chemical potential `μ` and
smearing width `s > 0`. -/
def fermi (s μ x : ℝ) : ℝ := 1 / (1 + Real.exp ((x - μ) / s))

/-- Sum of the Fermi occupations of the levels `e k`, for chemical potential `μ` and
smearing width `s > 0`. -/
def electronNumber {M : ℕ} (s μ : ℝ) (e : Fin M → ℝ) : ℝ := ∑ k, fermi s μ (e k)

/-- At positive width, the occupation is strictly larger when the energy measured from
the chemical potential is lower. -/
theorem fermi_lt {s μ ν x y : ℝ} (hs : 0 < s) (h : y - ν < x - μ) :
    fermi s μ x < fermi s ν y := by
  unfold fermi
  have h1 : (y - ν) / s < (x - μ) / s := div_lt_div_of_pos_right h hs
  have h2 := Real.exp_lt_exp.mpr h1
  exact one_div_lt_one_div_of_lt (by positivity) (by linarith)

/-- At positive width, a level empties as the chemical potential goes to minus infinity
and fills as it goes to plus infinity. -/
theorem fermi_limits {s : ℝ} (hs : 0 < s) (x : ℝ) :
    Tendsto (fun μ => fermi s μ x) atBot (𝓝 0) ∧
      Tendsto (fun μ => fermi s μ x) atTop (𝓝 1) := by
  constructor
  · have h : Tendsto (fun μ : ℝ => (x - μ) / s) atBot atTop := by
      simpa only [sub_eq_add_neg] using
        (tendsto_atTop_add_const_left atBot x tendsto_neg_atBot_atTop).atTop_div_const hs
    have h2 := tendsto_atTop_add_const_left atBot (1 : ℝ) (Real.tendsto_exp_atTop.comp h)
    simpa [fermi, Function.comp_def] using tendsto_inv_atTop_zero.comp h2
  · have h : Tendsto (fun μ : ℝ => (x - μ) / s) atTop atBot := by
      simpa only [sub_eq_add_neg] using
        (tendsto_atBot_add_const_left atTop x tendsto_neg_atTop_atBot).atBot_div_const hs
    have h2 := (Real.tendsto_exp_atBot.comp h).const_add 1
    have h3 := h2.inv₀ (by norm_num)
    simpa [fermi, Function.comp_def] using h3

/-- For at least one level and positive width, the electron number increases strictly
with the chemical potential. -/
theorem electronNumber_strictMono {M : ℕ} (hM : 0 < M) {s : ℝ} (hs : 0 < s)
    (e : Fin M → ℝ) : StrictMono (fun μ => electronNumber s μ e) := by
  intro a b hab
  exact Finset.sum_lt_sum_of_nonempty ⟨⟨0, hM⟩, Finset.mem_univ _⟩
    fun k _ => fermi_lt hs (by linarith)

/-- At positive width, every electron number strictly between zero and the number of
levels is reached at exactly one chemical potential. -/
theorem existsUnique_chemicalPotential {M : ℕ} {s N : ℝ} (hs : 0 < s) (hN : 0 < N)
    (hNM : N < M) (e : Fin M → ℝ) : ∃! μ, electronNumber s μ e = N := by
  have hM : 0 < M := by exact_mod_cast hN.trans hNM
  have hf : ∀ k, Continuous fun μ => fermi s μ (e k) := fun k => by
    unfold fermi
    exact continuous_const.div (by fun_prop) (fun μ => by positivity)
  have hc : Continuous fun μ => electronNumber s μ e :=
    continuous_finsetSum _ fun k _ => hf k
  have h0 : Tendsto (fun μ => electronNumber s μ e) atBot (𝓝 0) := by
    simpa [electronNumber] using
      tendsto_finsetSum (Finset.univ : Finset (Fin M)) fun k _ => (fermi_limits hs (e k)).1
  have h1 : Tendsto (fun μ => electronNumber s μ e) atTop (𝓝 (M : ℝ)) := by
    simpa [electronNumber] using
      tendsto_finsetSum (Finset.univ : Finset (Fin M)) fun k _ => (fermi_limits hs (e k)).2
  -- intermediate value theorem between the empty and the full set of levels
  obtain ⟨a, ha⟩ := (h0.eventually_lt_const hN).exists
  obtain ⟨b, hb⟩ := (h1.eventually_const_lt hNM).exists
  obtain ⟨μ, hμ⟩ := mem_range_of_exists_le_of_exists_ge hc ⟨a, ha.le⟩ ⟨b, hb.le⟩
  exact ⟨μ, hμ, fun ν hν =>
    (electronNumber_strictMono hM hs e).injective (Eq.trans hν hμ.symm)⟩

/-- Scaling the level, the chemical potential and the width together by `g ^ 2`, with
`g > 0`, leaves the occupation unchanged. -/
theorem fermi_joint_scaling {g : ℝ} (hg : 0 < g) (s μ x : ℝ) :
    fermi (g ^ 2 * s) (g ^ 2 * μ) (g ^ 2 * x) = fermi s μ x := by
  unfold fermi
  rw [← mul_sub, mul_div_mul_left _ _ (pow_ne_zero 2 hg.ne')]

/-- At positive width, the derivative of the occupation `f` with respect to the level
energy is `-f (1 - f) / s`. -/
theorem hasDerivAt_fermi {s : ℝ} (hs : 0 < s) (μ x : ℝ) :
    HasDerivAt (fun y => fermi s μ y) (-(fermi s μ x * (1 - fermi s μ x)) / s) x := by
  have hs' := hs.ne'
  have hne : 1 + Real.exp ((x - μ) / s) ≠ 0 := by positivity
  have h1 : HasDerivAt (fun y => Real.exp ((y - μ) / s))
      (Real.exp ((x - μ) / s) * (1 / s)) x :=
    (((hasDerivAt_id' x).sub_const μ).div_const s).exp
  have h2 : HasDerivAt (fun y => fermi s μ y)
      ((0 * (1 + Real.exp ((x - μ) / s)) - 1 * (Real.exp ((x - μ) / s) * (1 / s))) /
        (1 + Real.exp ((x - μ) / s)) ^ 2) x :=
    (hasDerivAt_const x (1 : ℝ)).fun_div (h1.const_add 1) hne
  refine h2.congr_deriv ?_
  unfold fermi
  field_simp
  ring

/-- At positive width `s`, the occupations of two levels differ by at most their energy
difference divided by `4 s`. -/
theorem fermi_lipschitz {s : ℝ} (hs : 0 < s) (μ x y : ℝ) :
    |fermi s μ x - fermi s μ y| ≤ 1 / (4 * s) * |x - y| := by
  have hb : ∀ z ∈ (Set.univ : Set ℝ),
      ‖-(fermi s μ z * (1 - fermi s μ z)) / s‖ ≤ 1 / (4 * s) := by
    intro z _
    have h0 : 0 ≤ fermi s μ z := by unfold fermi; positivity
    have h1 : fermi s μ z ≤ 1 := by
      unfold fermi
      rw [div_le_one (by positivity)]
      linarith [Real.exp_pos ((z - μ) / s)]
    rw [Real.norm_eq_abs, abs_div, abs_neg, abs_of_pos hs,
      abs_of_nonneg (mul_nonneg h0 (sub_nonneg.mpr h1)),
      div_le_div_iff₀ hs (by positivity)]
    -- f (1 - f) is at most 1/4
    nlinarith [mul_nonneg hs.le (sq_nonneg (2 * fermi s μ z - 1))]
  exact Convex.norm_image_sub_le_of_norm_hasDerivWithin_le
    (fun z _ => (hasDerivAt_fermi hs μ z).hasDerivWithinAt) hb convex_univ
    (Set.mem_univ y) (Set.mem_univ x)

/-- If the occupations of the scaled levels sum to `N` at positive width `s`, each deviates
from `N / M` by at most `g ^ 2 / (4 s)` times the mean distance of the corresponding
unscaled level from all unscaled levels. -/
theorem occupation_deviation {M : ℕ} {s N g μ : ℝ} (hs : 0 < s) (e : Fin M → ℝ)
    (hN : electronNumber s μ (fun k => g ^ 2 * e k) = N) (k : Fin M) :
    |fermi s μ (g ^ 2 * e k) - N / M| ≤ g ^ 2 / (4 * s) * ((∑ j, |e k - e j|) / M) := by
  have hM : (0 : ℝ) < M := by exact_mod_cast k.pos
  have hN' : ∑ j, fermi s μ (g ^ 2 * e j) = N := hN
  -- the deviation is the mean difference from the other occupations
  have key : fermi s μ (g ^ 2 * e k) - N / M =
      (∑ j, (fermi s μ (g ^ 2 * e k) - fermi s μ (g ^ 2 * e j))) / M := by
    rw [Finset.sum_sub_distrib, hN', Finset.sum_const, Finset.card_univ, Fintype.card_fin,
      nsmul_eq_mul, sub_div, mul_div_cancel_left₀ _ hM.ne']
  have hsum : |∑ j, (fermi s μ (g ^ 2 * e k) - fermi s μ (g ^ 2 * e j))| ≤
      g ^ 2 / (4 * s) * ∑ j, |e k - e j| := by
    rw [Finset.mul_sum]
    refine (Finset.abs_sum_le_sum_abs _ _).trans (Finset.sum_le_sum fun j _ => ?_)
    refine (fermi_lipschitz hs μ _ _).trans (le_of_eq ?_)
    rw [← mul_sub, abs_mul, abs_of_nonneg (sq_nonneg g)]
    ring
  rw [key, abs_div, abs_of_pos hM, ← mul_div_assoc]
  exact div_le_div_of_nonneg_right hsum hM.le

/-- At positive width and every `g > 0`, the lower of two scaled levels has the strictly
larger occupation. -/
theorem occupation_order {s g x y : ℝ} (hs : 0 < s) (hg : 0 < g) (μ : ℝ) (h : x < y) :
    fermi s μ (g ^ 2 * y) < fermi s μ (g ^ 2 * x) :=
  fermi_lt hs (sub_lt_sub_right (mul_lt_mul_of_pos_left h (pow_pos hg 2)) μ)

/-- Let `M` levels hold `N` electrons, `0 < N < M`, at fixed width `s > 0`. For each `g > 0`
the levels scaled by `g ^ 2` have a unique chemical potential, which is `g ^ 2` times that of
the original levels at width `s / g ^ 2`, with equal occupations; as `g` tends to zero from
above, all occupations tend to `N / M`. -/
theorem scaling_at_fixed_smearing {M : ℕ} {s N : ℝ} (hs : 0 < s) (hN : 0 < N)
    (hNM : N < M) (e : Fin M → ℝ) :
    (∀ g > 0, ∃! μ, electronNumber s μ (fun k => g ^ 2 * e k) = N) ∧
    (∀ g > 0, ∀ μ ν, electronNumber s μ (fun k => g ^ 2 * e k) = N →
      electronNumber (s / g ^ 2) ν e = N →
      μ = g ^ 2 * ν ∧ ∀ k, fermi s μ (g ^ 2 * e k) = fermi (s / g ^ 2) ν (e k)) ∧
    (∀ μ : ℝ → ℝ, (∀ g > 0, electronNumber s (μ g) (fun k => g ^ 2 * e k) = N) →
      ∀ k, Tendsto (fun g => fermi s (μ g) (g ^ 2 * e k)) (𝓝[>] 0) (𝓝 (N / M))) := by
  have hM : 0 < M := by exact_mod_cast hN.trans hNM
  refine ⟨fun g _ => existsUnique_chemicalPotential hs hN hNM _, ?_, ?_⟩
  · intro g hg μ ν hμ hν
    have hw : g ^ 2 * (s / g ^ 2) = s := mul_div_cancel₀ s (pow_ne_zero 2 (ne_of_gt hg))
    have h : ∀ k, fermi s (g ^ 2 * ν) (g ^ 2 * e k) = fermi (s / g ^ 2) ν (e k) := by
      intro k
      have h' := fermi_joint_scaling hg (s / g ^ 2) ν (e k)
      rwa [hw] at h'
    have hν' : electronNumber s (g ^ 2 * ν) (fun k => g ^ 2 * e k) = N :=
      (Finset.sum_congr rfl fun k _ => h k).trans hν
    -- uniqueness identifies the two chemical potentials
    have hEq : μ = g ^ 2 * ν :=
      (electronNumber_strictMono hM hs _).injective (hμ.trans hν'.symm)
    exact ⟨hEq, fun k => by rw [hEq]; exact h k⟩
  · intro μ hμ k
    have hc : Continuous fun g : ℝ => g ^ 2 / (4 * s) * ((∑ j, |e k - e j|) / M) := by
      fun_prop
    rw [tendsto_iff_dist_tendsto_zero]
    refine squeeze_zero' (Eventually.of_forall fun _ => dist_nonneg) ?_
      ((hc.tendsto' 0 0 (by simp)).mono_left nhdsWithin_le_nhds)
    filter_upwards [self_mem_nhdsWithin] with g hg
    rw [Real.dist_eq]
    exact occupation_deviation hs e (hμ g hg) k

end

end FixedSmearingScaling
```

```lean
#print axioms FixedSmearingScaling.occupation_order
#print axioms FixedSmearingScaling.scaling_at_fixed_smearing
```

```
'FixedSmearingScaling.occupation_order' depends on axioms: [propext, Classical.choice, Quot.sound]
'FixedSmearingScaling.scaling_at_fixed_smearing' depends on axioms: [propext, Classical.choice, Quot.sound]
```

## Reading the formal statement

`e : Fin M → ℝ` is the list of levels, `fermi s μ x` is $f_s(\mu,x)$, and `electronNumber` is the sum of occupations. The three parts of `scaling_at_fixed_smearing` are the three statements above. The second takes both potentials as given solutions; `existsUnique_chemicalPotential` supplies them. The third accepts any function `μ` that solves the equation at each $g>0$, and `𝓝[>] 0` is the approach to zero from above.

The levels are inputs, so self-consistent changes of the spectrum are absent. $M$ stays fixed, and the limit $N/M$ depends on how many levels are kept.

## Lemmas and tactics

`fermi_lt` and `fermi_limits` give the monotonicity and the limits of one occupation, and `electronNumber_strictMono` sums the former. In `existsUnique_chemicalPotential`, the limits provide a potential with too few electrons and one with too many; the intermediate value theorem then applies, and injectivity gives uniqueness.

`fermi_joint_scaling` cancels the common factor $g^2$. The main theorem uses it at width `s / g ^ 2`.

`hasDerivAt_fermi` computes the derivative by the quotient rule. In `fermi_lipschitz`, `nlinarith` obtains the bound 1/4 from $(2f-1)^2\ge0$, and a mean value inequality on the real line finishes the estimate. `occupation_deviation` rewrites the deviation as a mean difference (`key`) and bounds it term by term. The limit then follows from `squeeze_zero'`.

`occupation_order` adds that at every $g>0$ the lower of two levels with different energies keeps the strictly larger occupation: the ordering disappears only in the limit.
